# A decoupled Hermitian block Hamiltonian has a two-component form with real eigenvalues that is Hermitian after renormalisation

To eliminate the small components of a relativistic one-electron state without approximation, the model writes them as a fixed matrix \(X\) applied to the large components, and it takes the decoupling equation for \(X\) as a hypothesis. For a finite Hermitian Hamiltonian and any such \(X\), the reduced Hamiltonian has real eigenvalues, and it becomes Hermitian once the norm carried by the small components is accounted for.

```lean
import Mathlib

open Matrix
open scoped ComplexOrder

namespace ExactTwoComponent

noncomputable section

variable {m n : Type*} [Fintype m] [DecidableEq m] [Fintype n]

/-- The full Hamiltonian, with large-component block `A`, small-component block `C`
and coupling `B`. -/
def fullHamiltonian (A : Matrix m m ℂ) (B : Matrix m n ℂ) (C : Matrix n n ℂ) :
    Matrix (m ⊕ n) (m ⊕ n) ℂ :=
  fromBlocks A B Bᴴ C

/-- The decoupling (Riccati) equation for the matrix `X` that gives the small component
from the large one. -/
def Decouples (A : Matrix m m ℂ) (B : Matrix m n ℂ) (C : Matrix n n ℂ)
    (X : Matrix n m ℂ) : Prop :=
  Bᴴ + C * X = X * (A + B * X)

/-- The unnormalised two-component Hamiltonian `h = A + BX`. -/
def twoComponent (A : Matrix m m ℂ) (B : Matrix m n ℂ) (X : Matrix n m ℂ) :
    Matrix m m ℂ :=
  A + B * X

/-- The metric `S = 1 + XᴴX` on large components. -/
def metric (X : Matrix n m ℂ) : Matrix m m ℂ := 1 + Xᴴ * X

/-- The embedding that sends a large component `v` to the full vector `(v, Xv)`. -/
def embed (X : Matrix n m ℂ) : Matrix (m ⊕ n) m ℂ := fromRows 1 X

/-- The overlap of embedded vectors is given by the metric `1 + XᴴX`. -/
theorem embed_gram (X : Matrix n m ℂ) : (embed X)ᴴ * embed X = metric X := by
  simp [embed, metric, conjTranspose_fromRows_eq_fromCols_conjTranspose,
    fromCols_mul_fromRows]

/-- If `X` solves the decoupling equation, the full Hamiltonian acts on embedded vectors
as the two-component Hamiltonian does on large components. -/
theorem full_mul_embed {A : Matrix m m ℂ} {B : Matrix m n ℂ} {C : Matrix n n ℂ}
    {X : Matrix n m ℂ} (hX : Decouples A B C X) :
    fullHamiltonian A B C * embed X = embed X * twoComponent A B X := by
  unfold Decouples at hX
  unfold fullHamiltonian embed twoComponent
  rw [fromBlocks_mul_fromRows, fromRows_mul, Matrix.mul_one, Matrix.mul_one,
    Matrix.one_mul, hX]

/-- For Hermitian `A` and `C` and a decoupling `X`, the product `(1 + XᴴX)h` is
Hermitian. -/
theorem metric_mul_isHermitian {A : Matrix m m ℂ} {B : Matrix m n ℂ} {C : Matrix n n ℂ}
    {X : Matrix n m ℂ} (hA : A.IsHermitian) (hC : C.IsHermitian)
    (hX : Decouples A B C X) : (metric X * twoComponent A B X).IsHermitian := by
  have hH : (fullHamiltonian A B C).IsHermitian := IsHermitian.fromBlocks hA rfl hC
  -- the product is the full Hamiltonian sandwiched between embeddings
  have key : metric X * twoComponent A B X
      = (embed X)ᴴ * fullHamiltonian A B C * embed X := by
    rw [Matrix.mul_assoc, full_mul_embed hX, ← Matrix.mul_assoc, embed_gram]
  rw [key]
  exact isHermitian_conjTranspose_mul_mul _ hH

/-- The metric `1 + XᴴX` gives every nonzero large component a positive squared norm. -/
theorem metric_pos (X : Matrix n m ℂ) {v : m → ℂ} (hv : v ≠ 0) :
    0 < star v ⬝ᵥ (metric X *ᵥ v) := by
  have h1 : 0 < star v ⬝ᵥ v := by
    exact lt_of_le_of_ne (dotProduct_star_self_nonneg v)
      (fun h => hv (dotProduct_star_self_eq_zero.mp h.symm))
  have h2 : 0 ≤ star (X *ᵥ v) ⬝ᵥ (X *ᵥ v) := by
    exact dotProduct_star_self_nonneg _
  -- the squared norm is the large part plus the small part
  have h3 : star v ⬝ᵥ (metric X *ᵥ v)
      = star v ⬝ᵥ v + star (X *ᵥ v) ⬝ᵥ (X *ᵥ v) := by
    rw [metric, add_mulVec, one_mulVec, dotProduct_add, ← mulVec_mulVec,
      dotProduct_mulVec (star v) Xᴴ, ← star_mulVec]
  rw [h3]
  exact add_pos_of_pos_of_nonneg h1 h2

/-- For Hermitian `A` and `C` and a decoupling `X`, two eigenvector equations of `h` force
the metric overlap times the difference `conj e - e'` to vanish. -/
theorem overlap_relation {A : Matrix m m ℂ} {B : Matrix m n ℂ} {C : Matrix n n ℂ}
    {X : Matrix n m ℂ} (hA : A.IsHermitian) (hC : C.IsHermitian)
    (hX : Decouples A B C X) {v w : m → ℂ} {e e' : ℂ}
    (hv : twoComponent A B X *ᵥ v = e • v) (hw : twoComponent A B X *ᵥ w = e' • w) :
    (star e - e') * (star v ⬝ᵥ (metric X *ᵥ w)) = 0 := by
  have hK := metric_mul_isHermitian hA hC hX
  have hS : (metric X)ᴴ = metric X := by
    rw [← embed_gram, conjTranspose_mul, conjTranspose_conjTranspose]
  -- let `h` act to the right, then to the left
  have h1 : star v ⬝ᵥ ((metric X * twoComponent A B X) *ᵥ w)
      = e' * (star v ⬝ᵥ (metric X *ᵥ w)) := by
    rw [← mulVec_mulVec, hw, mulVec_smul, dotProduct_smul, smul_eq_mul]
  have h2 : star v ⬝ᵥ ((metric X * twoComponent A B X) *ᵥ w)
      = star e * (star v ⬝ᵥ (metric X *ᵥ w)) := by
    rw [dotProduct_mulVec, ← hK.eq, ← star_mulVec, ← mulVec_mulVec, hv, mulVec_smul,
      star_smul, smul_dotProduct, star_mulVec, hS, ← dotProduct_mulVec, smul_eq_mul]
  linear_combination h1 - h2

/-- For Hermitian `A` and `C` and a decoupling `X`, every eigenvalue of the two-component
Hamiltonian `A + BX` is real. -/
theorem eigenvalue_real {A : Matrix m m ℂ} {B : Matrix m n ℂ} {C : Matrix n n ℂ}
    {X : Matrix n m ℂ} (hA : A.IsHermitian) (hC : C.IsHermitian)
    (hX : Decouples A B C X) {v : m → ℂ} {e : ℂ} (hv0 : v ≠ 0)
    (hv : twoComponent A B X *ᵥ v = e • v) : e.im = 0 := by
  have h := (mul_eq_zero.mp (overlap_relation hA hC hX hv hv)).resolve_right
    (metric_pos X hv0).ne'
  exact Complex.conj_eq_iff_im.mp (sub_eq_zero.mp h)

/-- For Hermitian `A` and `C` and a decoupling `X`, eigenvectors of `A + BX` with different
eigenvalues are orthogonal in the metric `1 + XᴴX`. -/
theorem eigenvectors_orthogonal {A : Matrix m m ℂ} {B : Matrix m n ℂ} {C : Matrix n n ℂ}
    {X : Matrix n m ℂ} (hA : A.IsHermitian) (hC : C.IsHermitian)
    (hX : Decouples A B C X) {v w : m → ℂ} {e e' : ℂ} (hne : e ≠ e')
    (hv : twoComponent A B X *ᵥ v = e • v) (hw : twoComponent A B X *ᵥ w = e' • w) :
    star v ⬝ᵥ (metric X *ᵥ w) = 0 := by
  by_cases hv0 : v = 0
  · simp [hv0]
  · have he : star e = e := Complex.conj_eq_iff_im.mpr (eigenvalue_real hA hC hX hv0 hv)
    have h := overlap_relation hA hC hX hv hw
    rw [he] at h
    exact (mul_eq_zero.mp h).resolve_left (sub_ne_zero.mpr hne)

/-- Let `A` and `C` be Hermitian, `X` decoupling and `RᴴR = 1 + XᴴX`. Then `R` is invertible,
the renormalised embedding is an isometry, it compresses the full Hamiltonian to `RhR⁻¹`,
and `RhR⁻¹` is Hermitian. -/
theorem renormalised_hamiltonian {A : Matrix m m ℂ} {B : Matrix m n ℂ}
    {C : Matrix n n ℂ} {X : Matrix n m ℂ} {R : Matrix m m ℂ} (hA : A.IsHermitian)
    (hC : C.IsHermitian) (hX : Decouples A B C X) (hR : Rᴴ * R = metric X) :
    IsUnit R.det ∧ (embed X * R⁻¹)ᴴ * (embed X * R⁻¹) = 1 ∧
      (embed X * R⁻¹)ᴴ * fullHamiltonian A B C * (embed X * R⁻¹)
        = R * twoComponent A B X * R⁻¹ ∧
      (R * twoComponent A B X * R⁻¹).IsHermitian := by
  -- a null vector of `R` would have zero norm in the metric
  have hdet : IsUnit R.det := by
    refine isUnit_iff_ne_zero.mpr (fun h0 => ?_)
    obtain ⟨v, hv, h⟩ := exists_mulVec_eq_zero_iff.mpr h0
    have hp := metric_pos X hv
    rw [← hR, ← mulVec_mulVec, h, mulVec_zero, dotProduct_zero] at hp
    exact lt_irrefl _ hp
  have hi : R * R⁻¹ = 1 := mul_nonsing_inv R hdet
  have hi' : (R⁻¹)ᴴ * Rᴴ = 1 := by rw [← conjTranspose_mul, hi, conjTranspose_one]
  have hiso : (embed X * R⁻¹)ᴴ * (embed X * R⁻¹) = 1 := by
    calc (embed X * R⁻¹)ᴴ * (embed X * R⁻¹)
        = (R⁻¹)ᴴ * ((embed X)ᴴ * embed X) * R⁻¹ := by
          simp only [conjTranspose_mul, Matrix.mul_assoc]
      _ = ((R⁻¹)ᴴ * Rᴴ) * (R * R⁻¹) := by
          rw [embed_gram, ← hR]; simp only [Matrix.mul_assoc]
      _ = 1 := by rw [hi', hi, Matrix.one_mul]
  have hcomp : (embed X * R⁻¹)ᴴ * fullHamiltonian A B C * (embed X * R⁻¹)
      = R * twoComponent A B X * R⁻¹ := by
    calc (embed X * R⁻¹)ᴴ * fullHamiltonian A B C * (embed X * R⁻¹)
        = (R⁻¹)ᴴ * ((embed X)ᴴ * (fullHamiltonian A B C * embed X)) * R⁻¹ := by
          simp only [conjTranspose_mul, Matrix.mul_assoc]
      _ = ((R⁻¹)ᴴ * Rᴴ) * (R * twoComponent A B X * R⁻¹) := by
          rw [full_mul_embed hX, ← Matrix.mul_assoc (embed X)ᴴ, embed_gram, ← hR]
          simp only [Matrix.mul_assoc]
      _ = R * twoComponent A B X * R⁻¹ := by rw [hi', Matrix.one_mul]
  refine ⟨hdet, hiso, hcomp, ?_⟩
  rw [← hcomp]
  exact isHermitian_conjTranspose_mul_mul _ (IsHermitian.fromBlocks hA rfl hC)

/-- An explicit model with two large components and one small component meets all the
hypotheses, and its unnormalised Hamiltonian `A + BX` is not Hermitian. -/
theorem renormalised_hamiltonian_witness :
    (!![3, 4; 4, 0] : Matrix (Fin 2) (Fin 2) ℂ).IsHermitian ∧
    (!![-4] : Matrix (Fin 1) (Fin 1) ℂ).IsHermitian ∧
    Decouples (!![3, 4; 4, 0] : Matrix (Fin 2) (Fin 2) ℂ) !![12; 3] !![-4] !![3 / 4, 0] ∧
    (!![5 / 4, 0; 0, 1] : Matrix (Fin 2) (Fin 2) ℂ)ᴴ * !![5 / 4, 0; 0, 1]
      = metric (!![3 / 4, 0] : Matrix (Fin 1) (Fin 2) ℂ) ∧
    ¬ (twoComponent (!![3, 4; 4, 0] : Matrix (Fin 2) (Fin 2) ℂ)
      (!![12; 3] : Matrix (Fin 2) (Fin 1) ℂ) !![3 / 4, 0]).IsHermitian := by
  refine ⟨?_, ?_, ?_, ?_, ?_⟩
  · ext i j
    fin_cases i <;> fin_cases j <;> simp
  · ext i j
    fin_cases i; fin_cases j; simp
  · unfold Decouples
    ext i j
    fin_cases i; fin_cases j <;>
      norm_num [Matrix.mul_apply, Fin.sum_univ_succ]
  · have h5 : (starRingEnd ℂ) 5 = 5 := Complex.conj_eq_iff_im.mpr (by simp)
    have h4 : (starRingEnd ℂ) 4 = 4 := Complex.conj_eq_iff_im.mpr (by simp)
    ext i j
    fin_cases i <;> fin_cases j <;>
      norm_num [metric, Matrix.mul_apply, Fin.sum_univ_succ]
    rw [h5, h4]
    norm_num
  · intro h
    have h01 := h.apply 0 1
    norm_num [twoComponent, Matrix.mul_apply, Fin.sum_univ_succ] at h01

end

end ExactTwoComponent
```

```lean
#print axioms ExactTwoComponent.eigenvalue_real
-- 'ExactTwoComponent.eigenvalue_real' depends on axioms: [propext, Classical.choice, Quot.sound]
#print axioms ExactTwoComponent.eigenvectors_orthogonal
-- 'ExactTwoComponent.eigenvectors_orthogonal' depends on axioms: [propext, Classical.choice, Quot.sound]
#print axioms ExactTwoComponent.renormalised_hamiltonian
-- 'ExactTwoComponent.renormalised_hamiltonian' depends on axioms: [propext, Classical.choice, Quot.sound]
```

## Blocks, decoupling equation and metric

The full Hamiltonian is

\[
H=\begin{pmatrix}A&B\\ B^\dagger&C\end{pmatrix},
\]

which is `fullHamiltonian A B C`. The finite types `m` and `n` label the large and small components, and `m ⊕ n` labels both together. Their sizes are arbitrary: "two-component" refers to the two spin components of the large spinor, each of which may be expanded in many basis functions. Lean's `ᴴ` is the conjugate transpose \(\dagger\). The lower left block is \(B^\dagger\) by definition, so \(H\) is Hermitian as soon as `hA` and `hC` say that \(A\) and \(C\) are.

The hypothesis `Decouples A B C X` is the Riccati equation

\[
B^\dagger+CX=X(A+BX).
\]

Three further definitions depend on \(X\):

- `twoComponent A B X` is \(h=A+BX\), the Hamiltonian for large components alone.
- `embed X` is the matrix \(E\) with blocks \(1\) and \(X\) stacked, so that \(Ev=(v,Xv)\).
- `metric X` is \(S=1+X^\dagger X\). It is not the overlap matrix of the basis, for which textbooks often use the letter \(S\).

In the theorems, `star v ⬝ᵥ w` is \(v^\dagger w\), `*ᵥ` applies a matrix to a vector, and `e • v` is \(ev\). The theorem `eigenvalue_real` says that if \(hv=ev\) with \(v\neq0\), then \(e\) has zero imaginary part. The theorem `eigenvectors_orthogonal` says that if \(hv=ev\) and \(hw=e'w\) with \(e\neq e'\), then \(v^\dagger Sw=0\).

The theorem `renormalised_hamiltonian` takes any square matrix \(R\) with \(R^\dagger R=S\). It concludes that \(R\) is invertible, that \(V=ER^{-1}\) satisfies \(V^\dagger V=1\), that \(V^\dagger HV=RhR^{-1}\), and that this last matrix is Hermitian. The positive square root \(S^{1/2}\) is one choice of \(R\), and a Cholesky factor is another. In the two-component literature the letter \(R\) often denotes the inverse factor \(S^{-1/2}\).

## What the reduction means for a relativistic electron

The decoupling equation says that \(H\) maps a vector of the form \((v,Xv)\) to another vector of that form. The small component therefore follows the large one at every energy in the chosen subspace, with the same \(X\).

The vector \((v,Xv)\) has squared norm \(v^\dagger Sv\), not \(v^\dagger v\). The normalised full state is \(Ev/\sqrt{v^\dagger Sv}\), and its mean energy is \(v^\dagger Shv/v^\dagger Sv\). Passing to \(u=Rv\) restores the ordinary norm, since \(u^\dagger u=v^\dagger Sv\).

This is the algebra behind exact two-component methods in relativistic electronic structure, here for a one-electron matrix in a finite orthonormal basis. The hypotheses leave open which solution \(X\) is chosen: nothing in them says that the subspace holds the electronic states and not some of the negative-energy ones. A decoupling \(X\) for a prescribed set of eigenstates of \(H\), as many as there are large components, exists when their large components are linearly independent.

## The Hamiltonian acts within the embedded subspace

Block multiplication and the decoupling equation give

\[
HE=\begin{pmatrix}A+BX\\ B^\dagger+CX\end{pmatrix}
=\begin{pmatrix}h\\ Xh\end{pmatrix}=Eh .
\]

This is `full_mul_embed`. Its proof multiplies out the blocks and then rewrites the lower one with `hX`. It follows at once that \(hv=ev\) implies \(H(Ev)=e(Ev)\), and \(Ev\neq0\) when \(v\neq0\), so the energies of \(h\) are energies of \(H\).

The overlap of embedded vectors is

\[
E^\dagger E=1+X^\dagger X=S,
\]

which is `embed_gram`. Together the two identities give

\[
Sh=E^\dagger Eh=E^\dagger HE .
\]

The right-hand side is Hermitian because \(H\) is, so \(Sh\) is Hermitian. In `metric_mul_isHermitian` this equation is the intermediate statement `key`.

## Real energies and orthogonality in the metric

For \(v\neq0\),

\[
v^\dagger Sv=v^\dagger v+(Xv)^\dagger(Xv)>0 ,
\]

since the first term is positive and the second is not negative. This is `metric_pos`, with `h1` and `h2` for the two terms and `h3` for the splitting. An inequality `0 < z` between complex numbers means here that \(z\) is real and positive.

Now let \(hv=ev\) and \(hw=e'w\). Acting to the right gives

\[
v^\dagger Shw=e'\,v^\dagger Sw .
\]

Acting to the left, with \(Sh=(Sh)^\dagger\) and \(S=S^\dagger\), gives

\[
v^\dagger Shw=(Shv)^\dagger w=(e\,Sv)^\dagger w=\bar e\,v^\dagger Sw .
\]

Subtracting the two,

\[
(\bar e-e')\,v^\dagger Sw=0 .
\]

This is `overlap_relation`, where `h1` and `h2` are the two evaluations and `linear_combination` subtracts them.

With \(w=v\neq0\) and \(e'=e\), the factor \(v^\dagger Sv\) is positive, so \(\bar e=e\). That proves `eigenvalue_real`. For \(e\neq e'\) and \(v\neq0\), the reality of \(e\) turns the relation into \((e-e')\,v^\dagger Sw=0\), hence \(v^\dagger Sw=0\). The theorem `eigenvectors_orthogonal` also admits \(v=0\), which its proof treats as a separate, trivial case.

## Renormalisation gives a Hermitian matrix

Suppose \(R^\dagger R=S\) and \(Rv=0\). Then \(v^\dagger Sv=(Rv)^\dagger(Rv)=0\), so \(v=0\) by positivity. A square matrix without a nonzero null vector is invertible. Lean argues by contradiction: a zero determinant would supply a nonzero null vector, against `metric_pos`.

With \(V=ER^{-1}\),

\[
V^\dagger V=(R^{-1})^\dagger SR^{-1}
=(R^{-1})^\dagger R^\dagger\,RR^{-1}=1 ,
\]

\[
V^\dagger HV=(R^{-1})^\dagger E^\dagger HE\,R^{-1}
=(R^{-1})^\dagger R^\dagger RhR^{-1}=RhR^{-1}.
\]

The two `calc` blocks, `hiso` and `hcomp`, are these two lines. The left-hand side of the second is Hermitian because \(H\) is, and therefore so is \(RhR^{-1}\).

## Two large components and one small one

The theorem `renormalised_hamiltonian_witness` uses numbers chosen for simple arithmetic. They do not describe a Dirac electron, whose small spinor has two spin components like the large one. The matrices are

\[
A=\begin{pmatrix}3&4\\4&0\end{pmatrix},\quad
B=\begin{pmatrix}12\\3\end{pmatrix},\quad
C=(-4),\quad
X=\begin{pmatrix}\tfrac34&0\end{pmatrix},\quad
R=\begin{pmatrix}\tfrac54&0\\0&1\end{pmatrix}.
\]

The reduced Hamiltonian is

\[
h=A+BX=\begin{pmatrix}12&4\\ \tfrac{25}{4}&0\end{pmatrix}.
\]

Both sides of the decoupling equation equal \((9,3)\), and \(R^\dagger R=\mathrm{diag}(\tfrac{25}{16},1)=S\). The off-diagonal entries of \(h\) differ, so \(h\) is not Hermitian. Lean checks the hypotheses entry by entry and refutes Hermiticity by comparing these two entries; the numbers that follow come from ordinary algebra.

Renormalisation makes the off-diagonal entries equal:

\[
RhR^{-1}=\begin{pmatrix}12&5\\5&0\end{pmatrix},
\qquad \lambda_\pm=6\pm\sqrt{61}.
\]

An eigenvector of \(h\) for \(\lambda\) is \((4\lambda,25)\), and the normalised full state is

\[
\frac{(4\lambda,\,25,\,3\lambda)}{5\sqrt{\lambda^2+25}} .
\]

Since \(\lambda_+\lambda_-=-25\), the overlap of the two eigenvectors in the metric is \(25\lambda_+\lambda_-+625=0\), whereas their ordinary scalar product is \(16\lambda_+\lambda_-+625=225\).

## The complementary Hamiltonian for small components

The same argument applies to the vectors \((-X^\dagger u,u)\), which are orthogonal to all \((v,Xv)\). Let \(F\) be the matrix with blocks \(-X^\dagger\) and \(1\) stacked. The adjoint of the decoupling equation gives

\[
HF=F\,(C-B^\dagger X^\dagger).
\]

Hence \(C-B^\dagger X^\dagger\) has real eigenvalues, and its metric is \(F^\dagger F=1+XX^\dagger\). In the example it is the number \(-4-9=-13\), the remaining eigenvalue of \(H\).
